# The sign of one quartic coefficient selects chiral or nematic order in a stable multicomponent Landau model

The superconducting order parameter is modelled as one uniform vector z of n complex components, with the Landau free energy F = a ∑ |zᵢ|² + b (∑ |zᵢ|²)² + c |∑ zᵢ²|² and real coefficients a, b and c. A nonzero state is called chiral here if ∑ zᵢ² = 0, and nematic if it is a real vector times a phase. For a < 0 < b and n ≥ 2, the global minimizers of F are chiral when c > 0 and nematic when −b < c < 0.

```lean
import Mathlib

open Finset

namespace ChiralNematicLandau

noncomputable section

variable {ι : Type*} [Fintype ι]

/-- The total density `∑ |zᵢ|²` of a multicomponent order parameter. -/
def density (z : ι → ℂ) : ℝ := ∑ i, ‖z i‖ ^ 2

/-- The complex quadratic invariant `∑ zᵢ²`, formed without complex conjugation. -/
def pairing (z : ι → ℂ) : ℂ := ∑ i, z i ^ 2

/-- The Landau free energy `a |z|² + b |z|⁴ + c |∑ zᵢ²|²`. -/
def freeEnergy (a b c : ℝ) (z : ι → ℂ) : ℝ :=
  a * density z + b * density z ^ 2 + c * ‖pairing z‖ ^ 2

/-- A state is a global minimizer if no order parameter has lower free energy. -/
def IsGlobalMinimizer (a b c : ℝ) (z : ι → ℂ) : Prop :=
  ∀ w : ι → ℂ, freeEnergy a b c z ≤ freeEnergy a b c w

/-- A nematic order parameter is a unit phase times a real vector. -/
def IsNematic (z : ι → ℂ) : Prop :=
  ∃ u : ℂ, ‖u‖ = 1 ∧ ∃ x : ι → ℝ, ∀ i, z i = u * (x i : ℂ)

/-- After a suitable global phase rotation, the density exceeds `|∑ zᵢ²|` by twice the
squared length of the imaginary part of the order parameter. -/
theorem density_sub_pairing (z : ι → ℂ) :
    ∃ v : ℂ, ‖v‖ = 1 ∧ density z - ‖pairing z‖ = 2 * ∑ i, (v * z i).im ^ 2 := by
  -- the phase that makes the quadratic invariant real and non-negative
  obtain ⟨v, hv1, hv2⟩ : ∃ v : ℂ, ‖v‖ = 1 ∧ v ^ 2 * pairing z = (‖pairing z‖ : ℂ) := by
    refine ⟨Complex.exp (((-(Complex.arg (pairing z) / 2) : ℝ) : ℂ) * Complex.I),
      Complex.norm_exp_ofReal_mul_I _, ?_⟩
    have h : Complex.exp (((-(Complex.arg (pairing z) / 2) : ℝ) : ℂ) * Complex.I) ^ 2 *
        Complex.exp ((Complex.arg (pairing z) : ℂ) * Complex.I) = 1 := by
      rw [pow_two, ← Complex.exp_add, ← Complex.exp_add, ← Complex.exp_zero]
      congr 1
      push_cast
      ring
    have hp := Complex.norm_mul_exp_arg_mul_I (pairing z)
    linear_combination (‖pairing z‖ : ℂ) * h -
      Complex.exp (((-(Complex.arg (pairing z) / 2) : ℝ) : ℂ) * Complex.I) ^ 2 * hp
  refine ⟨v, hv1, ?_⟩
  have e : ∑ i, (v * z i) ^ 2 = v ^ 2 * pairing z := by
    simp only [pairing, Finset.mul_sum, mul_pow]
  have hre : ‖pairing z‖ = ∑ i, ((v * z i) ^ 2).re := by
    rw [← Complex.re_sum, e, hv2, Complex.ofReal_re]
  rw [hre, density, ← Finset.sum_sub_distrib, Finset.mul_sum]
  refine Finset.sum_congr rfl fun i _ => ?_
  have h1 : ‖z i‖ ^ 2 = Complex.normSq (v * z i) := by
    rw [Complex.normSq_eq_norm_sq, norm_mul, hv1, one_mul]
  rw [h1, Complex.normSq_apply, pow_two (v * z i), Complex.mul_re (v * z i)]
  ring

/-- The quadratic invariant never exceeds the density in modulus. -/
theorem norm_pairing_le (z : ι → ℂ) : ‖pairing z‖ ≤ density z := by
  obtain ⟨v, -, h⟩ := density_sub_pairing z
  have : 0 ≤ ∑ i, (v * z i).im ^ 2 := Finset.sum_nonneg fun i _ => sq_nonneg _
  linarith

/-- The modulus of the quadratic invariant equals the density exactly for nematic states. -/
theorem norm_pairing_eq_iff (z : ι → ℂ) : ‖pairing z‖ = density z ↔ IsNematic z := by
  constructor
  · intro h
    obtain ⟨v, hv, hs⟩ := density_sub_pairing z
    have h0 : ∑ i, (v * z i).im ^ 2 = 0 := by linarith
    have him := (Finset.sum_eq_zero_iff_of_nonneg fun i _ => sq_nonneg _).mp h0
    have hv0 : v ≠ 0 := by
      rintro rfl
      simp at hv
    refine ⟨v⁻¹, by rw [norm_inv, hv, inv_one], fun i => (v * z i).re, fun i => ?_⟩
    have hi : (v * z i).im = 0 := pow_eq_zero_iff two_ne_zero |>.mp (him i (Finset.mem_univ i))
    have hr : (((v * z i).re : ℝ) : ℂ) = v * z i :=
      Complex.ext (Complex.ofReal_re _) ((Complex.ofReal_im _).trans hi.symm)
    rw [hr, inv_mul_cancel_left₀ hv0]
  · rintro ⟨u, hu, x, hx⟩
    have hS : pairing z = u ^ 2 * ((∑ i, x i ^ 2 : ℝ) : ℂ) := by
      simp [pairing, hx, mul_pow, Finset.mul_sum]
    have hN : density z = ∑ i, x i ^ 2 := by simp [density, hx, hu]
    rw [hS, hN, norm_mul, norm_pow, hu, one_pow, one_mul, Complex.norm_real,
      Real.norm_of_nonneg (Finset.sum_nonneg fun i _ => sq_nonneg _)]

/-- The quadratic invariant vanishes exactly when the real and imaginary parts of the order
parameter have equal length and are orthogonal. -/
theorem pairing_eq_zero_iff (z : ι → ℂ) :
    pairing z = 0 ↔ ∑ i, (z i).re ^ 2 = ∑ i, (z i).im ^ 2 ∧ ∑ i, (z i).re * (z i).im = 0 := by
  have hr : (pairing z).re = ∑ i, (z i).re ^ 2 - ∑ i, (z i).im ^ 2 := by
    rw [pairing, Complex.re_sum, ← Finset.sum_sub_distrib]
    refine Finset.sum_congr rfl fun i _ => ?_
    rw [pow_two (z i), Complex.mul_re]
    ring
  have hi : (pairing z).im = 2 * ∑ i, (z i).re * (z i).im := by
    rw [pairing, Complex.im_sum, Finset.mul_sum]
    refine Finset.sum_congr rfl fun i _ => ?_
    rw [pow_two (z i), Complex.mul_im]
    ring
  rw [Complex.ext_iff, hr, hi, Complex.zero_re, Complex.zero_im]
  constructor <;> rintro ⟨h1, h2⟩ <;> constructor <;> linarith

/-- With at least two components, every density is realised by a state with `∑ zᵢ² = 0`. -/
theorem exists_chiral [Nontrivial ι] {t : ℝ} (ht : 0 ≤ t) :
    ∃ w : ι → ℂ, density w = t ∧ pairing w = 0 := by
  classical
  obtain ⟨i, j, hij⟩ := exists_pair_ne ι
  obtain ⟨r, hr⟩ : ∃ r : ℝ, r ^ 2 + r ^ 2 = t :=
    ⟨√(t / 2), by rw [Real.sq_sqrt (by linarith)]; ring⟩
  -- two components of equal weight with relative phase factor `Complex.I`
  refine ⟨fun k => if k = i then (r : ℂ) else if k = j then r * Complex.I else 0, ?_, ?_⟩
  · unfold density
    rw [Fintype.sum_eq_add i j hij (fun k hk => by simp [hk.1, hk.2])]
    simpa [hij.symm] using hr
  · unfold pairing
    rw [Fintype.sum_eq_add i j hij (fun k hk => by simp [hk.1, hk.2])]
    simp [hij.symm, mul_pow]

/-- With at least one component, every density `t ≥ 0` is realised by a state with `|∑ zᵢ²| = t`. -/
theorem exists_nematic [Nonempty ι] {t : ℝ} (ht : 0 ≤ t) :
    ∃ w : ι → ℂ, density w = t ∧ ‖pairing w‖ = t := by
  classical
  obtain ⟨i⟩ := ‹Nonempty ι›
  obtain ⟨r, hr⟩ : ∃ r : ℝ, r ^ 2 = t := ⟨√t, Real.sq_sqrt ht⟩
  refine ⟨fun k => if k = i then (r : ℂ) else 0, ?_, ?_⟩
  · unfold density
    rw [Fintype.sum_eq_single i (fun k hk => by simp [hk])]
    simpa using hr
  · unfold pairing
    rw [Fintype.sum_eq_single i (fun k hk => by simp [hk])]
    simpa using hr

/-- For `a < 0 < b`, `c > 0` and at least two components, the global minimizers are exactly the
states with `∑ zᵢ² = 0` and density `-a / (2b)`. -/
theorem chiral_minimizers [Nontrivial ι] {a b c : ℝ} (ha : a < 0) (hb : 0 < b) (hc : 0 < c)
    (z : ι → ℂ) :
    IsGlobalMinimizer a b c z ↔ pairing z = 0 ∧ 2 * b * density z = -a := by
  -- complete the square in the density
  have key : ∀ w : ι → ℂ, 4 * b * freeEnergy a b c w =
      (2 * b * density w + a) ^ 2 - a ^ 2 + 4 * b * c * ‖pairing w‖ ^ 2 := fun w => by
    unfold freeEnergy
    ring
  have hpos : ∀ w : ι → ℂ, 0 ≤ 4 * b * c * ‖pairing w‖ ^ 2 := fun w => by positivity
  have hbc : 0 < 4 * b * c := by positivity
  constructor
  · intro h
    obtain ⟨w, hwN, hwS⟩ := exists_chiral (ι := ι) (t := -a / (2 * b))
      (div_nonneg (by linarith) (by linarith))
    have hw : 2 * b * density w = -a := by
      rw [hwN]
      exact mul_div_cancel₀ _ (by positivity)
    have h1 := mul_le_mul_of_nonneg_left (h w) (by linarith : 0 ≤ 4 * b)
    rw [key z, key w, hwS, hw, norm_zero] at h1
    have p1 := sq_nonneg (2 * b * density z + a)
    have p2 := hpos z
    have e1 : (2 * b * density z + a) ^ 2 = 0 := by linarith
    have e2 : 4 * b * c * ‖pairing z‖ ^ 2 = 0 := by linarith
    have e3 := (mul_eq_zero.mp e2).resolve_left hbc.ne'
    have e4 := (pow_eq_zero_iff two_ne_zero).mp e1
    exact ⟨norm_eq_zero.mp ((pow_eq_zero_iff two_ne_zero).mp e3), by linarith⟩
  · rintro ⟨hS, hN⟩ w
    refine le_of_mul_le_mul_left ?_ (by linarith : 0 < 4 * b)
    rw [key z, key w, hS, hN, norm_zero]
    linarith [hpos w, sq_nonneg (2 * b * density w + a)]

/-- For `a < 0`, `-b < c < 0` and at least one component, the global minimizers are exactly the
nematic states with density `-a / (2(b + c))`. -/
theorem nematic_minimizers [Nonempty ι] {a b c : ℝ} (ha : a < 0) (hbc : -b < c) (hc : c < 0)
    (z : ι → ℂ) :
    IsGlobalMinimizer a b c z ↔ IsNematic z ∧ 2 * (b + c) * density z = -a := by
  have hg : 0 < b + c := by linarith
  have hk : 0 < 4 * (b + c) * (-c) := mul_pos (by linarith) (by linarith)
  -- separate the cost of not being nematic
  have key : ∀ w : ι → ℂ, 4 * (b + c) * freeEnergy a b c w =
      (2 * (b + c) * density w + a) ^ 2 - a ^ 2 +
        4 * (b + c) * (-c) * (density w ^ 2 - ‖pairing w‖ ^ 2) := fun w => by
    unfold freeEnergy
    ring
  have hpos : ∀ w : ι → ℂ,
      0 ≤ 4 * (b + c) * (-c) * (density w ^ 2 - ‖pairing w‖ ^ 2) := fun w =>
    mul_nonneg hk.le (sub_nonneg.mpr (pow_le_pow_left₀ (norm_nonneg _) (norm_pairing_le w) 2))
  constructor
  · intro h
    obtain ⟨w, hwN, hwS⟩ := exists_nematic (ι := ι) (t := -a / (2 * (b + c)))
      (div_nonneg (by linarith) (by linarith))
    have hw : 2 * (b + c) * density w = -a := by
      rw [hwN]
      exact mul_div_cancel₀ _ (by positivity)
    have h1 := mul_le_mul_of_nonneg_left (h w) (by linarith : 0 ≤ 4 * (b + c))
    rw [key z, key w, hw, hwS.trans hwN.symm, sub_self, mul_zero] at h1
    have p1 := sq_nonneg (2 * (b + c) * density z + a)
    have p2 := hpos z
    have e1 : (2 * (b + c) * density z + a) ^ 2 = 0 := by linarith
    have e2 : 4 * (b + c) * (-c) * (density z ^ 2 - ‖pairing z‖ ^ 2) = 0 := by linarith
    have e3 := (mul_eq_zero.mp e2).resolve_left hk.ne'
    have e4 := (pow_eq_zero_iff two_ne_zero).mp e1
    have hN : 0 ≤ density z := (norm_nonneg _).trans (norm_pairing_le z)
    refine ⟨(norm_pairing_eq_iff z).mp ?_, by linarith⟩
    exact (pow_left_inj₀ (norm_nonneg _) hN two_ne_zero).mp (by linarith)
  · rintro ⟨hS, hN⟩ w
    refine le_of_mul_le_mul_left ?_ (by linarith : 0 < 4 * (b + c))
    rw [key z, key w, (norm_pairing_eq_iff z).mpr hS, hN, sub_self, mul_zero]
    linarith [hpos w, sq_nonneg (2 * (b + c) * density w + a)]

/-- For `a < 0`, `c ≤ -b` and at least one component, the free energy is unbounded below. -/
theorem unbounded_below [Nonempty ι] {a b c : ℝ} (ha : a < 0) (hbc : c ≤ -b) (E : ℝ) :
    ∃ z : ι → ℂ, freeEnergy a b c z < E := by
  obtain ⟨z, hN, hS⟩ := exists_nematic (ι := ι) (t := (|E| + 1) / (-a))
    (div_nonneg (by positivity) (by linarith))
  refine ⟨z, ?_⟩
  have h1 : -a * density z = |E| + 1 := by
    rw [hN]
    exact mul_div_cancel₀ _ (by linarith)
  have h2 : 0 ≤ (-b - c) * density z ^ 2 := mul_nonneg (by linarith) (sq_nonneg _)
  unfold freeEnergy
  rw [hS.trans hN.symm]
  linarith [neg_abs_le E]

end

end ChiralNematicLandau
```

```lean
#print axioms ChiralNematicLandau.pairing_eq_zero_iff
#print axioms ChiralNematicLandau.chiral_minimizers
#print axioms ChiralNematicLandau.nematic_minimizers
#print axioms ChiralNematicLandau.unbounded_below
```

```
'ChiralNematicLandau.pairing_eq_zero_iff' depends on axioms: [propext, Classical.choice, Quot.sound]
'ChiralNematicLandau.chiral_minimizers' depends on axioms: [propext, Classical.choice, Quot.sound]
'ChiralNematicLandau.nematic_minimizers' depends on axioms: [propext, Classical.choice, Quot.sound]
'ChiralNematicLandau.unbounded_below' depends on axioms: [propext, Classical.choice, Quot.sound]
```

## Two invariants and three theorems

The components zᵢ are labelled by a finite type `ι`, so a state is a function `z : ι → ℂ`. The energy depends on the state through two quantities, called `density` and `pairing` in the code:

N = ∑ |zᵢ|²

S = ∑ zᵢ²

F = aN + bN² + c|S|²

The density is written out as a sum because Mathlib's built-in norm on `ι → ℂ` is the largest component modulus, not the Euclidean length. There is no complex conjugation in S, so S can vanish for a nonzero state. Real rotations of the components leave S unchanged, but a global phase factor u multiplies it by u², so F contains only its modulus.

`IsGlobalMinimizer a b c z` says that F(z) ≤ F(w) for every state w with the same number of components. `IsNematic z` says that zᵢ = u xᵢ with one complex number u of modulus 1 and real xᵢ. The zero vector satisfies this too, but the density conditions below exclude it.

- `chiral_minimizers`: if a < 0, b > 0, c > 0 and there are at least two components (`Nontrivial ι`), then z is a global minimizer exactly when S = 0 and 2bN = −a.
- `nematic_minimizers`: if a < 0, −b < c < 0 and there is at least one component, then z is a global minimizer exactly when it is nematic and 2(b + c)N = −a.
- `unbounded_below`: if a < 0, c ≤ −b and there is at least one component, then F takes values below any real number E.

## What the coefficients and the two phases stand for

The condition a < 0 places the system on the ordered side of the mean-field transition, where the state z = 0 is unstable. The coefficient b gives the quartic cost of density, and c gives the cost or gain that depends on the relative phases and moduli of the components. All three are inputs, which a microscopic theory or a fit would have to supply.

By `pairing_eq_zero_iff`, S = 0 means that the real and imaginary parts of z are orthogonal real vectors of equal length. Writing I for the imaginary unit, the standard example is the normalised vector (1, I)/√2, familiar from p + ip pairing. If time reversal acts as complex conjugation of the components, a nonzero state of this kind breaks it, because its conjugate is not the same state up to a phase. A nematic state preserves time reversal in that sense and singles out a real axis.

Within this uniform mean-field model, the sign of c therefore tells whether a multicomponent superconductor breaks time-reversal symmetry. Gradients, magnetic fields, fluctuations and terms beyond fourth order are absent. So are any other quartic terms that the symmetry of the material allows, such as those for two components on a tetragonal lattice.

## The gap between N and |S|

The nematic case rests on one identity, `density_sub_pairing`; the chiral case needs only |S|² ≥ 0 and a state with S = 0. Choose the global phase

v = exp(−I arg(S)/2)

so that v²S = |S|, and set yᵢ = v zᵢ. The moduli are unchanged, and ∑ yᵢ² = |S| is real. Taking real parts gives

|S| = ∑ [(Re yᵢ)² − (Im yᵢ)²]

N = ∑ [(Re yᵢ)² + (Im yᵢ)²]

N − |S| = 2 ∑ (Im yᵢ)²

In the Lean proof, `linear_combination` establishes v²S = |S| from the polar form of S, and the last identity is then checked component by component with `ring`.

The right-hand side is non-negative, so |S| ≤ N, which is `norm_pairing_le`. If |S| = N, every Im yᵢ vanishes, and z = v⁻¹y is a phase times a real vector. Conversely, zᵢ = u xᵢ gives S = u² ∑ xᵢ², hence |S| = ∑ xᵢ² = N. These two directions form `norm_pairing_eq_iff`.

With at least two components, both extremes, S = 0 and |S| = N, occur at every density t ≥ 0. In `exists_chiral` the state is (r, rI, 0, …) with 2r² = t, for which S = r² − r² = 0. In `exists_nematic` it is (√t, 0, …), for which |S| = t.

## Completing the square

For c > 0, multiply F by 4b:

4bF = (2bN + a)² − a² + 4bc|S|²

The first and last terms are non-negative, so 4bF ≥ −a². The chiral trial state with N = −a/(2b) reaches this bound. A global minimizer can't lie above the trial state, so both non-negative terms vanish for it, which gives 2bN = −a and S = 0. Conversely, any state with these two properties attains the bound. The minimum energy is −a²/(4b).

For −b < c < 0, put g = b + c > 0 and rewrite the energy so that the departure from nematic order carries a positive cost:

F = aN + gN² + (−c)(N² − |S|²)

4gF = (2gN + a)² − a² + 4g(−c)(N² − |S|²)

Since |S| ≤ N, the last term is again non-negative. The nematic trial state with N = −a/(2g) gives 4gF = −a², so a minimizer must have 2gN = −a and |S| = N. The second equality means that it is nematic, and the converse follows as before. The minimum energy is −a²/(4(b + c)).

In both Lean proofs the identity is called `key` and is proved by `ring`. The comparison with the trial state is `h1`, and `linarith` uses it to force the two non-negative terms to zero, in `e1` and `e2`.

For c ≤ −b, a nematic state has

F = aN + (b + c)N² ≤ aN

Choosing N = (|E| + 1)/(−a) gives F ≤ −|E| − 1 < E. The boundary c = −b is already unstable, because the quartic term vanishes along nematic states and the negative quadratic term is left alone.

## One component, two components and c = 0

With one component, |S| = N for every state, and F = aN + (b + c)N². Even for c > 0 the minimum then lies at N = −a/(2(b + c)) with S ≠ 0, which is why the chiral theorem requires a second component.

With two components, S = 0 means z₂ = ±I z₁. The chiral minimizers are therefore

z = √(N/2) e^{Iφ} (1, ±I), N = −a/(2b)

with φ any real angle and the sign giving the two opposite chiralities.

At c = 0 the energy depends on N alone, so chiral, nematic and intermediate states of density −a/(2b) are degenerate.

## Classifying a numerical minimum

A program that minimizes F returns z with an arbitrary global phase, so a nematic solution may well have complex entries. The ratio |S|/N is insensitive to that phase: for a converged nonzero minimum with c ≠ 0 and n ≥ 2 it should be close to 0 in the chiral phase and close to 1 in the nematic phase. In NumPy, S is `np.sum(z**2)`, whereas `np.vdot(z, z)` conjugates its first argument and returns N. Multiplying a nematic result by v = exp(−I arg(S)/2) makes its components real up to numerical error, and the nematic axis can then be read off directly. It is an axis in the space of components, which need not be a direction in the crystal.
